# Relaxation energy of a polarisable dipole interacting with its images

A defect has zero-field dipole p₀ and scalar polarisability a, and its energy with dipole p is ‖p − p₀‖²/(2a) − (b/2)‖p‖², the cost of polarising it plus the interaction with its images. The theorem `relaxationEnergy_eq` states that, for a ≠ 0 and ab ≠ 1, the energy at the relaxed dipole p₀/(1 − ab) minus the energy at p₀ is −(a/2)b²‖p₀‖²/(1 − ab). The attempt computes the energy at p₀ directly and takes the energy at the relaxed dipole from the completed square `dipoleEnergy_eq_square`, where the squared distance is zero. It leaves the remaining algebra to `field_simp` and `ring`.

In Lean, a first try:

```lean
import Mathlib

open Filter Topology Real

namespace RelaxationEnergyEq

noncomputable section

/-- Dipole moments are vectors in three-dimensional Euclidean space. -/
abbrev Dipole := EuclideanSpace ℝ (Fin 3)

/-- Energy of a defect with dipole `p`, zero-field dipole `p0` and polarisability `a ≠ 0`:
the cost of polarising it plus the interaction `-(b/2)‖p‖²` with its images. -/
def dipoleEnergy (a b : ℝ) (p0 p : Dipole) : ℝ :=
  ‖p - p0‖ ^ 2 / (2 * a) - b / 2 * ‖p‖ ^ 2

/-- The relaxed dipole `p0/(1 - ab)`, for `ab ≠ 1`. -/
def relaxedDipole (a b : ℝ) (p0 : Dipole) : Dipole := (1 - a * b)⁻¹ • p0

/-- The energy of the relaxed dipole minus that of the unrelaxed dipole `p0`,
for `a ≠ 0` and `ab ≠ 1`. -/
def relaxationEnergy (a b : ℝ) (p0 : Dipole) : ℝ :=
  dipoleEnergy a b p0 (relaxedDipole a b p0) - dipoleEnergy a b p0 p0

/-- For `a ≠ 0` and `ab ≠ 1`, the energy is a constant plus a multiple of the squared
distance from the relaxed dipole. -/
theorem dipoleEnergy_eq_square {a b : ℝ} (ha : a ≠ 0) (hab : a * b ≠ 1) (p0 p : Dipole) :
    dipoleEnergy a b p0 p = -(b / 2) * ‖p0‖ ^ 2 / (1 - a * b)
      + (1 - a * b) / (2 * a) * ‖p - relaxedDipole a b p0‖ ^ 2 := by
  have hd : 1 - a * b ≠ 0 := sub_ne_zero.mpr hab.symm
  unfold dipoleEnergy relaxedDipole
  rw [norm_sub_sq_real, norm_sub_sq_real, norm_smul, inner_smul_right, mul_pow,
    Real.norm_eq_abs, sq_abs]
  field_simp
  ring

/-- For `a ≠ 0` and `ab ≠ 1`, the relaxation energy is `-(a/2) b² ‖p0‖²/(1 - ab)`. -/
theorem relaxationEnergy_eq {a b : ℝ} (ha : a ≠ 0) (hab : a * b ≠ 1) (p0 : Dipole) :
    relaxationEnergy a b p0 = -(a / 2) * b ^ 2 * ‖p0‖ ^ 2 / (1 - a * b) := by
  have hd : 1 - a * b ≠ 0 := sub_ne_zero.mpr hab.symm
  have h0 : dipoleEnergy a b p0 p0 = -(b / 2) * ‖p0‖ ^ 2 := by
    simp [dipoleEnergy]
  rw [relaxationEnergy, h0, dipoleEnergy_eq_square ha hab, sub_self, norm_zero]
  field_simp
  ring

end

end RelaxationEnergyEq
```

The compiler's answer:

```
Try this:
  [apply] ring_nf
  
  The `ring` tactic failed to close the goal. Use `ring_nf` to obtain a normal form.
    
  Note that `ring` works primarily in *commutative* rings. If you have a noncommutative ring, abelian group or module, consider using `noncomm_ring`, `abel` or `module` instead.
Main.lean:39:75: error: unsolved goals
a b : ℝ
ha : a ≠ 0
hab : a * b ≠ 1
p0 : Dipole
hd : 1 - a * b ≠ 0
h0 : dipoleEnergy a b p0 p0 = -(b / 2) * ‖p0‖ ^ 2
⊢ b * ‖p0‖ ^ 2 * a - b * ‖p0‖ ^ 2 * a * (1 - b * a)⁻¹ = -(b ^ 2 * ‖p0‖ ^ 2 * a ^ 2 * (1 - b * a)⁻¹)
```

What went wrong. The first message says that `ring` did not close the goal, and the error shows what was left. That goal still contains `(1 - b * a)⁻¹`, so `field_simp` had not cleared this denominator, although `hd` says it is nonzero; the messages do not show why. The equation left is true, but it depends on the product of `1 - a * b` and its inverse being 1. `ring` does not use `hd`, and without it cannot cancel the two. The message's note on noncommutative rings does not apply, since these are real numbers.

The repair proves the missing fact as `h1`, from `hd` by `mul_inv_cancel₀`, and drops `field_simp`. After the rewrites, the two sides of the goal differ by exactly `-(b / 2) * ‖p0‖ ^ 2` times the difference of the two sides of `h1`. `linear_combination` is given that multiple and subtracts it, leaving an identity that `ring` can check with the inverse still in place.

Lean accepts the file once it reads:

```diff
@@ -41,7 +41,7 @@
   have h0 : dipoleEnergy a b p0 p0 = -(b / 2) * ‖p0‖ ^ 2 := by
     simp [dipoleEnergy]
+  have h1 : (1 - a * b) * (1 - a * b)⁻¹ = 1 := mul_inv_cancel₀ hd
   rw [relaxationEnergy, h0, dipoleEnergy_eq_square ha hab, sub_self, norm_zero]
-  field_simp
-  ring
+  linear_combination (-(b / 2) * ‖p0‖ ^ 2) * h1
 
 end
```
